# A Wick recursion without crossing contractions for free creation and annihilation operators

## Products of large random Hamiltonians

Model several disordered Hamiltonians by real linear combinations of independent N × N matrices from the Gaussian unitary ensemble, with entries of variance 1/N, and average the normalised trace of a product of them. The average is a sum over pairings of the factors, as in Wick's theorem. When the matrix size goes to infinity, however, pairings whose contraction lines cross drop out.

The same rule arises from creators p_i and annihilators m_i, one pair for each mode i, that obey

m_i p_j = c(i,j)·1

with numbers c(i,j). Mode i stands for the i-th Hamiltonian, and c(i,j) for the averaged normalised trace of the product of Hamiltonians i and j. For bosons the right-hand side would also contain p_j m_i, so an annihilator could pass a creator and contract with one further away. Here it is absorbed by the creator next to it. "Free" is meant in the sense of free probability, not as "non-interacting".

## The recursion for expectation values

Let A_i = p_i + m_i be the field of mode i. For a list L of n modes, let W(L) be the ordered product of their fields, with W([]) = 1. The vacuum expectation value ω is linear and satisfies, for every operator x,

ω(1) = 1, ω(p_i x) = 0, ω(x m_i) = 0.

The last two conditions say that a creator annihilates the vacuum bra and an annihilator the vacuum ket. Write L_j for the letter at position j, counted from 0, and L_<j and L_>j for the parts of L before and after it. Then

ω(A_i W(L)) = Σ_(0≤j<n) c(i,L_j) ω(W(L_<j)) ω(W(L_>j)).

The first field contracts with each later one in turn, and no contraction links the enclosed fields to those outside. For n = 0 the sum is empty and ω(A_i) = 0. This is a recursion for expectation values, not an expansion of the operator product into normal-ordered terms.

## Derivation by moving one annihilator

Since ω(p_i W(L)) = 0, only ω(m_i W(L)) is needed. It is easier to prove more, with any operator Y on the left:

ω(Y m_i W(L)) = Σ_(L=U j V) c(i,j) ω(W(U)) ω(Y W(V)). (1)

Here the sum runs over all ways to write L as a list U, one letter j and a list V. We use induction on the length of L.

If L is empty, both sides vanish because ω(Y m_i) = 0. Otherwise L is a letter k followed by a list S, and

Y m_i A_k W(S) = c(i,k) Y W(S) + Y m_i m_k W(S).

The first term gives the split with U empty. For the second, apply (1) to m_k, with Y m_i as the left factor, and then to m_i:

ω(Y m_i m_k W(S)) = Σ_(S=U j V l T) c(k,j) ω(W(U)) c(i,l) ω(W(V)) ω(Y W(T)).

Now choose l first. Put M = U j V, so that S = M l T. By (1) with Y = 1, the sum over j inside M is

Σ_(M=U j V) c(k,j) ω(W(U)) ω(W(V)) = ω(m_k W(M)) = ω(A_k W(M)).

What remains is Σ_(S=M l T) c(i,l) ω(A_k W(M)) ω(Y W(T)), which contains exactly the splits of L whose chosen letter is not the first. This proves (1), and Y = 1 gives the recursion.

## Four points, odd products and moments

For four fields, contracting the first with the third leaves ω(A_j) ω(A_l) = 0, so

ω(A_i A_j A_k A_l) = c(i,j) c(k,l) + c(i,l) c(j,k).

The bosonic result would also contain the crossing term c(i,k) c(j,l).

In a product of an odd number of fields, each contraction leaves an odd number in two segments. One segment is therefore odd and shorter, and the product has expectation value zero by induction.

For a single mode, let μ_n = ω(A_i^(2n)). Only segments of even length contribute, so

μ_(n+1) = c(i,i) Σ_(0≤j≤n) μ_j μ_(n−j), μ_0 = 1.

The Catalan numbers C_n obey this recursion without the factor c(i,i), hence μ_n = c(i,i)^n C_n. For c(i,i) > 0 these are the even moments of the semicircular density of states of one such random-matrix Hamiltonian, in the limit of infinite matrix size.

## How the Lean objects map to the physics

`IsFreeVacuum c p m ω` collects the four relations. The scalars `K` form a commutative ring, the operators `R` a `K`-algebra, and `ι` labels the modes. `word p m L` is W(L), and in `free_wick` the lists `L.take j` and `L.drop (j + 1)` are L_<j and L_>j.

No adjoint or positivity is assumed: p_i need not be the adjoint of m_i, and c need not be symmetric. In `c i j` the first index belongs to the annihilator.

`isFreeVacuum_witness` shows that the relations can be realised for every matrix c over finitely many modes. Its states are functions on lists of modes, a full Fock space without symmetrisation, inner product or normalisability condition. The step from random matrices of finite size to ω, the large-size limit, is taken from physics and not derived.

```lean
import Mathlib

namespace FreeWick

variable {K R ι : Type*} [CommRing K] [Ring R] [Algebra K R]

/-- Creators `p i` and annihilators `m i` with `m i * p j = c i j • 1`, and a normalised linear
functional `ω` that vanishes on a creator at the far left and on an annihilator at the far right. -/
structure IsFreeVacuum (c : ι → ι → K) (p m : ι → R) (ω : R →ₗ[K] K) : Prop where
  contract : ∀ i j, m i * p j = c i j • (1 : R)
  norm_one : ω 1 = 1
  create_left : ∀ i x, ω (p i * x) = 0
  annihilate_right : ∀ i x, ω (x * m i) = 0

/-- The ordered product of the fields `A i = p i + m i` along a list of modes. -/
def word (p m : ι → R) (L : List ι) : R := (L.map fun i => p i + m i).prod

/-- The sum of `f U j V` over all ways to write a list as `U`, then one letter `j`, then `V`. -/
def splitSum : (List ι → ι → List ι → K) → List ι → K
  | _, [] => 0
  | f, j :: V => f [] j V + splitSum (fun U => f (j :: U)) V

/-- The sum over splittings of a list is the sum over the positions of the singled-out letter. -/
theorem splitSum_eq_sum (f : List ι → ι → List ι → K) (L : List ι) :
    splitSum f L = ∑ j : Fin L.length, f (L.take j) (L.get j) (L.drop (j + 1)) := by
  induction L generalizing f with
  | nil => simp [splitSum]
  | cons a V ih =>
    have h := Fin.sum_univ_succ (n := V.length) (fun j : Fin (V.length + 1) =>
      f ((a :: V).take j) ((a :: V).get j) ((a :: V).drop (j + 1)))
    refine Eq.trans ?_ h.symm
    simp [splitSum, ih]

/-- Two letters of a list can be singled out in either order: first the left one and then one
to its right, or first the right one and then one to its left. -/
theorem splitSum_assoc (g : List ι → ι → List ι → ι → List ι → K) (L : List ι) :
    splitSum (fun U k S => splitSum (fun V j T => g U k V j T) S) L =
      splitSum (fun M j T => splitSum (fun U k V => g U k V j T) M) L := by
  induction L generalizing g with
  | nil => rfl
  | cons a L ih =>
    have h := ih (fun U => g (a :: U))
    have hadd : splitSum (fun M j T => g [] a M j T +
        splitSum (fun U k V => g (a :: U) k V j T) M) L =
        splitSum (fun M j T => g [] a M j T) L +
        splitSum (fun M j T => splitSum (fun U k V => g (a :: U) k V j T) M) L := by
      simp only [splitSum_eq_sum _ L, Finset.sum_add_distrib]
    change splitSum (fun V j T => g [] a V j T) L +
      splitSum (fun U k S => splitSum (fun V j T => g (a :: U) k V j T) S) L =
      0 + splitSum (fun M j T => g [] a M j T +
        splitSum (fun U k V => g (a :: U) k V j T) M) L
    rw [zero_add, hadd]
    exact congrArg (splitSum (fun V j T => g [] a V j T) L + ·) h

private theorem splitSum_congr {f g : List ι → ι → List ι → K} {L : List ι}
    (h : ∀ U j V, U.length + V.length + 1 = L.length → f U j V = g U j V) :
    splitSum f L = splitSum g L := by
  rw [splitSum_eq_sum, splitSum_eq_sum]
  refine Finset.sum_congr rfl fun j _ => h _ _ _ ?_
  have hj := j.2
  simp only [List.length_take, List.length_drop]
  omega

private theorem mul_splitSum (a : K) (f : List ι → ι → List ι → K) (L : List ι) :
    a * splitSum f L = splitSum (fun U j V => a * f U j V) L := by
  simp only [splitSum_eq_sum, Finset.mul_sum]

private theorem word_cons (p m : ι → R) (i : ι) (L : List ι) :
    word p m (i :: L) = (p i + m i) * word p m L := by simp [word]

private theorem word_replicate (p m : ι → R) (i : ι) (n : ℕ) :
    word p m (List.replicate n i) = (p i + m i) ^ n := by simp [word]

variable {c : ι → ι → K} {p m : ι → R} {ω : R →ₗ[K] K}

/-- Inside a vacuum expectation value, an annihilator in front of a word of fields contracts with
each field of the word in turn, and the enclosed fields factor out as their own expectation value.
-/
theorem annihilator_contraction (h : IsFreeVacuum c p m ω) (L : List ι) (i : ι) (Y : R) :
    ω (Y * m i * word p m L) =
      splitSum (fun U j V => c i j * ω (word p m U) * ω (Y * word p m V)) L := by
  suffices H : ∀ n, ∀ L : List ι, L.length < n → ∀ i Y, ω (Y * m i * word p m L) =
      splitSum (fun U j V => c i j * ω (word p m U) * ω (Y * word p m V)) L from
    H _ L (Nat.lt_succ_self _) i Y
  intro n
  induction n with
  | zero => intro L hL; omega
  | succ n ih =>
    intro L hL i Y
    cases L with
    | nil => simp [word, splitSum, h.annihilate_right]
    | cons k S =>
      have hS : S.length < n := by simp only [List.length_cons] at hL; omega
      -- the neighbouring field is either contracted or leaves a second annihilator
      have e : Y * m i * word p m (k :: S) =
          c i k • (Y * word p m S) + Y * m i * m k * word p m S := by
        rw [word_cons]
        calc _ = Y * (m i * p k) * word p m S + Y * m i * m k * word p m S := by noncomm_ring
          _ = _ := by rw [h.contract, mul_smul_comm, mul_one, smul_mul_assoc]
      -- with `m k` already contracted, contract the remaining annihilator `m i`
      have inner : splitSum (fun U j V =>
          c k j * ω (word p m U) * ω (Y * m i * word p m V)) S =
          splitSum (fun U j V => splitSum (fun V' l T => c k j * ω (word p m U) *
            (c i l * ω (word p m V') * ω (Y * word p m T))) V) S :=
        splitSum_congr fun U j V hl => by rw [ih V (by omega) i Y, mul_splitSum]
      -- resum the inner contractions into one expectation value
      have outer : splitSum (fun M l T => splitSum (fun U j V => c k j * ω (word p m U) *
            (c i l * ω (word p m V) * ω (Y * word p m T))) M) S =
          splitSum (fun M l T => c i l * ω (word p m (k :: M)) * ω (Y * word p m T)) S :=
        splitSum_congr fun M l T hl => by
          have e1 := ih M (by omega) k 1
          simp only [one_mul] at e1
          rw [word_cons, add_mul, map_add, h.create_left, zero_add, e1,
            mul_right_comm, mul_splitSum]
          exact splitSum_congr fun U j V _ => by ring
      have w : ω (word p m []) = 1 := by simp [word, h.norm_one]
      rw [e, map_add, map_smul, smul_eq_mul, ih S hS k (Y * m i), inner,
        splitSum_assoc (fun U j V l T => c k j * ω (word p m U) *
          (c i l * ω (word p m V) * ω (Y * word p m T))), outer]
      simp only [splitSum, w, mul_one]

private theorem wick_splitSum (h : IsFreeVacuum c p m ω) (i : ι) (L : List ι) :
    ω (word p m (i :: L)) =
      splitSum (fun U j V => c i j * ω (word p m U) * ω (word p m V)) L := by
  have e := annihilator_contraction h L i 1
  simp only [one_mul] at e
  rw [word_cons, add_mul, map_add, h.create_left, zero_add, e]

/-- **Free Wick theorem.** The first field contracts with each later field in turn, and the fields
between the two and the fields after them contribute separate expectation values. -/
theorem free_wick (h : IsFreeVacuum c p m ω) (i : ι) (L : List ι) :
    ω (word p m (i :: L)) = ∑ j : Fin L.length,
      c i (L.get j) * ω (word p m (L.take j)) * ω (word p m (L.drop (j + 1))) := by
  rw [wick_splitSum h, splitSum_eq_sum]

/-- The four-point function has the two non-crossing pairings only. -/
theorem four_point (h : IsFreeVacuum c p m ω) (i j k l : ι) :
    ω (word p m [i, j, k, l]) = c i j * c k l + c i l * c j k := by
  have w : ω (word p m []) = 1 := by simp [word, h.norm_one]
  simp only [wick_splitSum h, splitSum, w]
  ring

/-- The expectation value of a product of an odd number of fields vanishes. -/
theorem odd_vanishes (h : IsFreeVacuum c p m ω) (L : List ι) (hL : Odd L.length) :
    ω (word p m L) = 0 := by
  suffices H : ∀ n, ∀ L : List ι, L.length < n → L.length % 2 = 1 → ω (word p m L) = 0 from
    H _ L (Nat.lt_succ_self _) (Nat.odd_iff.mp hL)
  intro n
  induction n with
  | zero => intro L hn; omega
  | succ n ih =>
    intro L hn ho
    cases L with
    | nil => simp at ho
    | cons i S =>
      simp only [List.length_cons] at hn ho
      rw [wick_splitSum h, splitSum_eq_sum]
      refine Finset.sum_eq_zero fun j _ => ?_
      have hj := j.2
      -- one of the two segments has odd length
      rcases Nat.mod_two_eq_zero_or_one (j : ℕ) with h0 | h1
      · rw [ih (S.drop (j + 1)) (by rw [List.length_drop]; omega)
          (by rw [List.length_drop]; omega), mul_zero]
      · rw [ih (S.take j) (by rw [List.length_take]; omega)
          (by rw [List.length_take]; omega), mul_zero, zero_mul]

private theorem moment_succ (h : IsFreeVacuum c p m ω) (i : ι) (n : ℕ) :
    ω ((p i + m i) ^ (n + 1)) = ∑ j ∈ Finset.range n,
      c i i * ω ((p i + m i) ^ j) * ω ((p i + m i) ^ (n - (j + 1))) := by
  rw [← word_replicate, List.replicate_succ, free_wick h]
  refine Eq.trans (Finset.sum_congr rfl fun j _ => ?_)
    ((Finset.sum_range (n := (List.replicate n i).length) fun j =>
      c i i * ω ((p i + m i) ^ j) * ω ((p i + m i) ^ (n - (j + 1)))).symm.trans
      (by rw [List.length_replicate]))
  have hj : (j : ℕ) < n := lt_of_lt_of_eq j.2 List.length_replicate
  rw [List.take_replicate, List.drop_replicate, min_eq_left hj.le, word_replicate,
    word_replicate, List.get_eq_getElem, List.getElem_replicate]

private theorem sum_even (f : ℕ → K) (hf : ∀ j, f (2 * j + 1) = 0) (n : ℕ) :
    ∑ j ∈ Finset.range (2 * n + 1), f j = ∑ j ∈ Finset.range (n + 1), f (2 * j) := by
  induction n with
  | zero => simp
  | succ n ih =>
    rw [Finset.sum_range_succ _ (n + 1), ← ih, show 2 * (n + 1) = 2 * n + 1 + 1 by ring,
      Finset.sum_range_succ f (2 * n + 1 + 1), Finset.sum_range_succ f (2 * n + 1), hf, add_zero]

/-- The moment of order `2 n` of a single field is the `n`-th Catalan number times the `n`-th
power of its variance `c i i`. -/
theorem even_moment (h : IsFreeVacuum c p m ω) (i : ι) (n : ℕ) :
    ω ((p i + m i) ^ (2 * n)) = c i i ^ n * (catalan n : K) := by
  induction n using Nat.strong_induction_on with
  | _ n ih =>
    cases n with
    | zero => simp [h.norm_one]
    | succ n =>
      rw [show 2 * (n + 1) = 2 * n + 1 + 1 by ring, moment_succ h, sum_even _ (fun j => by
        rw [← word_replicate p m i (2 * j + 1), odd_vanishes h _ (by simp), mul_zero, zero_mul]),
        catalan_succ, Nat.cast_sum, Finset.mul_sum, Finset.sum_range]
      refine Finset.sum_congr rfl fun j _ => ?_
      have hj : (j : ℕ) < n + 1 := j.2
      have hp : c i i ^ (n + 1) = c i i * c i i ^ (j : ℕ) * c i i ^ (n - (j : ℕ)) := by
        rw [← pow_succ', ← pow_add]
        congr 1
        omega
      rw [show 2 * n + 1 - (2 * (j : ℕ) + 1) = 2 * (n - j) by omega, ih j hj,
        ih (n - j) (by omega), hp, Nat.cast_mul]
      ring

/-- The creator on full Fock space, which puts a particle of mode `i` in front of the list. -/
def create [DecidableEq ι] (i : ι) : Module.End K (List ι → K) where
  toFun f L := match L with
    | [] => 0
    | k :: T => if k = i then f T else 0
  map_add' f g := by
    funext L
    rcases L with _ | ⟨k, T⟩
    · simp
    · by_cases hk : k = i <;> simp [hk]
  map_smul' a f := by
    funext L
    rcases L with _ | ⟨k, T⟩
    · simp
    · by_cases hk : k = i <;> simp [hk]

/-- The annihilator of mode `i` on full Fock space. It removes the first particle of the list and
multiplies by `c i j`, where `j` is the mode of that particle. -/
def annihilate [Fintype ι] (c : ι → ι → K) (i : ι) : Module.End K (List ι → K) where
  toFun f L := ∑ j, c i j * f (j :: L)
  map_add' f g := by funext L; simp [mul_add, Finset.sum_add_distrib]
  map_smul' a f := by funext L; simp [Finset.mul_sum, mul_left_comm]

/-- The vacuum: amplitude one on the empty list and zero on all others. -/
def vacuum : List ι → K
  | [] => 1
  | _ :: _ => 0

/-- The vacuum expectation value of an operator on full Fock space. -/
def vacuumExp : Module.End K (List ι → K) →ₗ[K] K where
  toFun T := T vacuum []
  map_add' _ _ := rfl
  map_smul' _ _ := rfl

/-- Full Fock space over finitely many modes realises the free relations for every matrix `c`. -/
theorem isFreeVacuum_witness [Fintype ι] [DecidableEq ι] (c : ι → ι → K) :
    IsFreeVacuum c create (annihilate c) vacuumExp where
  contract i j := LinearMap.ext fun f => funext fun L => by simp [create, annihilate]
  norm_one := rfl
  create_left _ _ := rfl
  annihilate_right i x := by
    have hv : annihilate c i vacuum = 0 := funext fun L => by simp [annihilate, vacuum]
    change x (annihilate c i vacuum) [] = 0
    rw [hv, map_zero]
    rfl

end FreeWick
```

```lean
#print axioms FreeWick.free_wick
-- 'FreeWick.free_wick' depends on axioms: [propext, Classical.choice, Quot.sound]
#print axioms FreeWick.four_point
-- 'FreeWick.four_point' depends on axioms: [propext, Classical.choice, Quot.sound]
#print axioms FreeWick.even_moment
-- 'FreeWick.even_moment' depends on axioms: [propext, Classical.choice, Quot.sound]
```

## From nested contractions to the theorem

`annihilator_contraction` is equation (1). Its induction runs over a bound on the list length, because the hypothesis is needed for S and for shorter pieces of S. In the code, `e` splits off the neighbouring field, the induction hypothesis for S contracts m_k, `inner` then contracts the remaining m_i, `splitSum_assoc` exchanges the order of choice, and `outer` resums the terms into ω(A_k W(M)). `splitSum_congr` supplies the length bounds that allow the induction hypothesis to be used inside a sum.

`wick_splitSum` sets Y = 1, and `free_wick` rewrites the result as a sum over positions. `four_point` unfolds the recursion, and `odd_vanishes` follows the parity argument. For the moments, `moment_succ` specialises the recursion to one mode, `sum_even` removes the odd terms, and `even_moment` compares the rest with `catalan_succ`.

## A sum that recurses through its summand

The device that keeps the double sum manageable is `splitSum`. With positions as indices, exchanging the two choices would require shifted ranges and identities between nested `take` and `drop` expressions. `splitSum` instead walks down the list: it either singles out the head or puts the head into the left part of the summand, through `fun U => f (j :: U)`.

Because the summand changes at each step, `splitSum_assoc` is proved by induction with `generalizing g`, which makes the hypothesis available for the modified summand. If the head is the left chosen letter, both sides give the same single sum; if it lies further left, the induction hypothesis applies. `splitSum_eq_sum` translates back to positions, so the final theorem is stated with an ordinary sum.
